# McClelland's lower bound on the summed absolute orbital energies of a Hermitian matrix

In a Hückel model of butadiene or benzene, the π electrons hop only between two classes of carbon atoms, and the orbital energies come in pairs $\pm e$ about the on-site energy, which is taken as the zero of energy. With as many electrons as sites, the lower half of the spectrum is filled. I have read that the total energy can then be bounded without diagonalising the $n\times n$ Hamiltonian $H$: with orbital energies $e_k$,

$$\Big(\sum_k |e_k|\Big)^2 \ \ge\ \operatorname{tr}H^2 + n(n-1)\,|\det H|^{2/n},$$

and the half-filled ground energy is at most minus the square root of the right-hand side. Can this be made rigorous and machine-checked, including the step from $\sum_k|e_k|$ to the energy of $n$ electrons?

## Pair products give the bound, colour symmetry gives the energy

Yes. The inequality holds for every Hermitian $H$; the energy statement also needs the two-class structure. Write $x_k=|e_k|$ and expand the square:

$$\Big(\sum_k x_k\Big)^2=\sum_k x_k^2+\sum_{i\ne j}x_ix_j .$$

For $n=1$ the last sum is empty and the bound is an equality. For $n\ge2$ it has $n(n-1)$ terms, and each $x_k$ occurs in $2(n-1)$ of them. The arithmetic-geometric mean inequality gives

$$\frac{1}{n(n-1)}\sum_{i\ne j}x_ix_j\ \ge\ \Big(\prod_k x_k^{2(n-1)}\Big)^{1/(n(n-1))}=\Big(\prod_k x_k\Big)^{2/n}.$$

Since $\sum_k x_k^2=\operatorname{tr}H^2$ and $\prod_k x_k=|\det H|$, the bound follows.

Now set the common on-site energy to zero, so that $H$ has zero diagonal, and colour the sites so that $H$ has no element between different sites of the same colour. Let $G$ be diagonal with entry $+1$ on one colour and $-1$ on the other. Then $G^2=1$ and $GH=-HG$. With $H=UDU^\dagger$, where $U$ is unitary and $D$ is the diagonal matrix of the $e_k$, the matrix $W=U^\dagger GU$ satisfies $W^2=1$ and $WD=-DW$, so

$$W_{ij}(e_i+e_j)=0 .$$

Thus $W$ connects only levels of opposite energy. For an odd function $g$, the matrix $F=g(D)$ therefore also anticommutes with $W$, and

$$\operatorname{tr}F=\operatorname{tr}(FWW)=\operatorname{tr}(WFW)=-\operatorname{tr}(FWW)=-\operatorname{tr}F ,$$

so $\sum_k g(e_k)=0$. This is used twice:

- $g(x)=x$ gives $\sum_k e_k=0$.
- Let $q(x)=2,1,0$ for $x<0$, $x=0$, $x>0$. Then $1-q(x)$ is odd, so $\sum_k q(e_k)=n$: this filling uses exactly $n$ electrons.

Its energy is $\sum_k q(e_k)e_k=\sum_k(e_k-|e_k|)=-\sum_k|e_k|$. Any occupations $0\le f_k\le2$ satisfy $f_ke_k\ge e_k-|e_k|$, so no configuration lies lower. Taking the square root of the first bound finishes the argument.

## Sites, colours and electrons in Lean

The finite type `n` labels both sites and levels, and `Fintype.card n` is the number $n$ above. `hH.eigenvalues` lists the real eigenvalues with multiplicity.

- `mcclellandExpr H` is the right-hand side of the bound. It takes the real part of the trace, which changes nothing for Hermitian $H$, and the modulus of the determinant.
- `IsAlternant H` asks for a two-colouring with vanishing same-colour elements. This includes the diagonal, so all sites share one on-site energy, which is taken as zero. The two colours need not be equally numerous.
- `halfFilledEnergies hH` collects the energies of all assignments of 0, 1 or 2 electrons per orbital with $n$ electrons in total. `IsLeast` says that a value belongs to this set and lies below all its other members.

`mcclelland_lower_bound` needs only Hermiticity. `alternant_ground_energy` identifies the least energy, and `alternant_mcclelland` bounds it. `mcclelland_sharp` gives equality when all $|e_k|$ coincide, as for identical isolated double bonds. The model has independent electrons in an orthonormal basis; electron repulsion, overlap and other fillings are not treated.

```lean
import Mathlib

open Matrix

namespace McClellandLowerBound

noncomputable section

variable {n : Type*} [Fintype n] [DecidableEq n] {H : Matrix n n ℂ}

/-- The sum of the absolute values of the orbital energies of `H`. -/
def absEnergySum (hH : H.IsHermitian) : ℝ := ∑ k, |hH.eigenvalues k|

/-- The McClelland expression `Re (tr H²) + n (n - 1) |det H|^(2/n)`. -/
def mcclellandExpr (H : Matrix n n ℂ) : ℝ :=
  (H * H).trace.re +
    (Fintype.card n : ℝ) * ((Fintype.card n : ℝ) - 1) * ‖H.det‖ ^ (2 / (Fintype.card n : ℝ))

/-- The sites can be given two colours so that `H i j = 0` whenever `i` and `j` have the same
colour, including `i = j`. -/
def IsAlternant (H : Matrix n n ℂ) : Prop :=
  ∃ c : n → Bool, ∀ i j, c i = c j → H i j = 0

/-- The energies of all configurations that place as many electrons as there are orbitals,
with at most two electrons in each orbital. -/
def halfFilledEnergies (hH : H.IsHermitian) : Set ℝ :=
  {E | ∃ f : n → ℕ, (∀ k, f k ≤ 2) ∧ ∑ k, f k = Fintype.card n ∧
    E = ∑ k, (f k : ℝ) * hH.eigenvalues k}

/-- The occupation of a level: two electrons below zero energy, one at zero, none above. -/
def occupation (x : ℝ) : ℕ := if x < 0 then 2 else if x = 0 then 1 else 0

/-- For nonnegative numbers, the squared sum is at least the sum of squares plus `N (N - 1)`
times the squared geometric mean. -/
theorem sq_sum_ge_of_nonneg (x : n → ℝ) (hx : ∀ i, 0 ≤ x i) :
    ∑ i, x i ^ 2 + (Fintype.card n : ℝ) * ((Fintype.card n : ℝ) - 1) *
      (∏ i, x i) ^ (2 / (Fintype.card n : ℝ)) ≤ (∑ i, x i) ^ 2 := by
  rcases Nat.lt_or_ge 1 (Fintype.card n) with hN | hN
  · have hN' : (1 : ℝ) < (Fintype.card n : ℝ) := by exact_mod_cast hN
    obtain ⟨N, hNd⟩ : ∃ N : ℝ, N = (Fintype.card n : ℝ) := ⟨_, rfl⟩
    rw [← hNd] at hN' ⊢
    have hN0 : N ≠ 0 := by linarith
    have hN1 : N - 1 ≠ 0 := by linarith
    have hpos : 0 < N * (N - 1) := mul_pos (by linarith) (by linarith)
    obtain ⟨c, hc⟩ : ∃ c : ℝ, c = 1 / (N * (N - 1)) := ⟨_, rfl⟩
    have hc0 : 0 ≤ c := by rw [hc]; exact (one_div_pos.mpr hpos).le
    have hcc : N * (N - 1) * c = 1 := by rw [hc]; exact mul_one_div_cancel hpos.ne'
    have hcN : N * c - c = 1 / N := by
      rw [eq_div_iff hN0]
      linear_combination hcc
    -- equal weights on the ordered pairs of distinct indices
    obtain ⟨w, hw⟩ : ∃ w : n → n → ℝ, ∀ i j, w i j = c - if i = j then c else 0 :=
      ⟨fun i j => c - if i = j then c else 0, fun _ _ => rfl⟩
    have hw0 : ∀ i j, 0 ≤ w i j := by
      intro i j
      rw [hw]
      split_ifs <;> linarith
    have hsym : ∀ i j, w i j = w j i := by
      intro i j
      by_cases h : i = j
      · subst h; rfl
      · simp [hw, h, Ne.symm h]
    have hrow : ∀ i, ∑ j, w i j = 1 / N := by
      intro i
      simp only [hw, Finset.sum_sub_distrib, Finset.sum_const, Finset.card_univ, nsmul_eq_mul,
        Finset.sum_ite_eq, Finset.mem_univ, if_true]
      rw [← hNd, hcN]
    have hcol : ∀ j, ∑ i, w i j = 1 / N := fun j => by
      rw [← hrow j]
      exact Finset.sum_congr rfl fun i _ => hsym i j
    have amgm := Real.geom_mean_le_arith_mean_weighted (Finset.univ : Finset (n × n))
      (fun p => w p.1 p.2) (fun p => x p.1 * x p.2) (fun p _ => hw0 p.1 p.2)
      (by
        rw [Fintype.sum_prod_type]
        simp only [hrow]
        rw [Finset.sum_const, Finset.card_univ, nsmul_eq_mul, ← hNd]
        exact mul_one_div_cancel hN0)
      (fun p _ => mul_nonneg (hx p.1) (hx p.2))
    simp only [Fintype.sum_prod_type, Fintype.prod_prod_type] at amgm
    have h1 : ∏ i, ∏ j, x i ^ w i j = (∏ i, x i) ^ (1 / N) := by
      rw [← Real.finsetProd_rpow _ _ (fun i _ => hx i)]
      refine Finset.prod_congr rfl fun i _ => ?_
      rw [← Real.rpow_sum_of_nonneg (hx i) (fun j _ => hw0 i j), hrow]
    have h2 : ∏ i, ∏ j, x j ^ w i j = (∏ i, x i) ^ (1 / N) := by
      rw [Finset.prod_comm, ← Real.finsetProd_rpow _ _ (fun i _ => hx i)]
      refine Finset.prod_congr rfl fun j _ => ?_
      rw [← Real.rpow_sum_of_nonneg (hx j) (fun i _ => hw0 i j), hcol]
    have hm : ∀ i j, (x i * x j) ^ w i j = x i ^ w i j * x j ^ w i j :=
      fun i j => Real.mul_rpow (hx i) (hx j)
    have hN2 : 0 ≤ 1 / N := one_div_nonneg.mpr (by linarith)
    have hprod : ∏ i, ∏ j, (x i * x j) ^ w i j = (∏ i, x i) ^ (2 / N) := by
      simp only [hm, Finset.prod_mul_distrib]
      rw [h1, h2, ← Real.rpow_add_of_nonneg (Finset.prod_nonneg fun i _ => hx i) hN2 hN2]
      congr 1
      ring
    have hsum : ∑ i, ∑ j, w i j * (x i * x j) = c * ((∑ i, x i) ^ 2 - ∑ i, x i ^ 2) := by
      simp only [hw, sub_mul, Finset.sum_sub_distrib, ite_mul, zero_mul, Finset.sum_ite_eq,
        Finset.mem_univ, if_true]
      rw [mul_sub, sq (∑ i, x i), Finset.sum_mul_sum]
      simp only [Finset.mul_sum, sq]
    rw [hprod, hsum] at amgm
    have h := mul_le_mul_of_nonneg_left amgm hpos.le
    rw [← mul_assoc (N * (N - 1)) c, hcc, one_mul] at h
    linarith
  · -- with at most one number there are no pairs
    have h0 : (Fintype.card n : ℝ) * ((Fintype.card n : ℝ) - 1) = 0 := by
      have h : Fintype.card n = 0 ∨ Fintype.card n = 1 := by omega
      rcases h with h | h <;> rw [h] <;> norm_num
    rw [h0, zero_mul, add_zero, sq (∑ i, x i), Finset.sum_mul]
    refine Finset.sum_le_sum fun i _ => ?_
    rw [sq]
    exact mul_le_mul_of_nonneg_left
      (Finset.single_le_sum (fun j _ => hx j) (Finset.mem_univ i)) (hx i)

/-- A Hermitian matrix is similar to the diagonal matrix of its orbital energies. -/
theorem exists_diagonalisation (hH : H.IsHermitian) :
    ∃ U V : Matrix n n ℂ, U * V = 1 ∧ V * U = 1 ∧
      H = U * diagonal (fun k => (hH.eigenvalues k : ℂ)) * V := by
  have h1 : (hH.eigenvectorUnitary : Matrix n n ℂ) * star (hH.eigenvectorUnitary : Matrix n n ℂ)
      = 1 := Matrix.mem_unitaryGroup_iff.mp hH.eigenvectorUnitary.2
  refine ⟨hH.eigenvectorUnitary, star (hH.eigenvectorUnitary : Matrix n n ℂ), h1,
    mul_eq_one_comm.mp h1, ?_⟩
  exact hH.spectral_theorem

/-- The McClelland expression written in terms of the orbital energies. -/
theorem mcclellandExpr_eq (hH : H.IsHermitian) :
    mcclellandExpr H = ∑ k, |hH.eigenvalues k| ^ 2 +
      (Fintype.card n : ℝ) * ((Fintype.card n : ℝ) - 1) *
        (∏ k, |hH.eigenvalues k|) ^ (2 / (Fintype.card n : ℝ)) := by
  have hdet : ‖H.det‖ = ∏ k, |hH.eigenvalues k| := by
    rw [hH.det_eq_prod_eigenvalues, norm_prod]
    simp
  have htr : (H * H).trace = ((∑ k, hH.eigenvalues k ^ 2 : ℝ) : ℂ) := by
    obtain ⟨U, V, -, hVU, h⟩ := exists_diagonalisation hH
    obtain ⟨D, hD⟩ : ∃ D, D = diagonal (fun k => (hH.eigenvalues k : ℂ)) := ⟨_, rfl⟩
    rw [← hD] at h
    have h2 : H * H = U * (D * D) * V := by
      calc H * H = (U * D * V) * (U * D * V) := by rw [← h]
        _ = U * D * (V * U) * D * V := by simp only [mul_assoc]
        _ = U * (D * D) * V := by rw [hVU]; simp only [mul_one, mul_assoc]
    rw [h2, Matrix.trace_mul_comm, ← mul_assoc, hVU, one_mul, hD, diagonal_mul_diagonal,
      trace_diagonal]
    push_cast
    exact Finset.sum_congr rfl fun k _ => (sq _).symm
  rw [mcclellandExpr, hdet, htr, Complex.ofReal_re]
  simp only [sq_abs]

/-- **McClelland lower bound**: the squared sum of the absolute orbital energies is at least
`tr H² + n (n - 1) |det H|^(2/n)`. -/
theorem mcclelland_lower_bound (hH : H.IsHermitian) :
    mcclellandExpr H ≤ absEnergySum hH ^ 2 := by
  rw [mcclellandExpr_eq hH]
  exact sq_sum_ge_of_nonneg _ fun k => abs_nonneg _

/-- The bound is an equality when all orbital energies have the same absolute value. -/
theorem mcclelland_sharp [Nonempty n] (hH : H.IsHermitian) (a : ℝ)
    (ha : ∀ k, |hH.eigenvalues k| = a) : mcclellandExpr H = absEnergySum hH ^ 2 := by
  have ha0 : 0 ≤ a := by
    rw [← ha (Classical.arbitrary n)]
    exact abs_nonneg _
  have hN : (Fintype.card n : ℝ) ≠ 0 := Nat.cast_ne_zero.mpr Fintype.card_ne_zero
  have hp : (a ^ Fintype.card n) ^ (2 / (Fintype.card n : ℝ)) = a ^ 2 := by
    rw [← Real.rpow_natCast a (Fintype.card n), ← Real.rpow_mul ha0, mul_div_cancel₀ _ hN]
    exact_mod_cast Real.rpow_natCast a 2
  rw [mcclellandExpr_eq hH, absEnergySum]
  simp only [ha, Finset.sum_const, Finset.prod_const, Finset.card_univ, nsmul_eq_mul]
  rw [hp]
  ring

/-- For an alternant Hamiltonian, every odd function of the orbital energies sums to zero. -/
theorem alternant_odd_sum (hH : H.IsHermitian) (hA : IsAlternant H) (g : ℝ → ℝ)
    (hg : ∀ x, g (-x) = -g x) : ∑ k, g (hH.eigenvalues k) = 0 := by
  obtain ⟨c, hc⟩ := hA
  obtain ⟨U, V, hUV, hVU, h⟩ := exists_diagonalisation hH
  obtain ⟨D, hD⟩ : ∃ D, D = diagonal (fun k => (hH.eigenvalues k : ℂ)) := ⟨_, rfl⟩
  rw [← hD] at h
  -- the colour sign matrix anticommutes with the Hamiltonian
  obtain ⟨G, hG⟩ : ∃ G : Matrix n n ℂ, G = diagonal (fun i => if c i then (1 : ℂ) else -1) :=
    ⟨_, rfl⟩
  have hGG : G * G = 1 := by
    rw [hG, diagonal_mul_diagonal, ← diagonal_one]
    congr 1
    funext i
    split_ifs <;> norm_num
  have hGH : G * H = -(H * G) := by
    ext i j
    rw [hG, Matrix.neg_apply, Matrix.diagonal_mul, Matrix.mul_diagonal]
    by_cases hij : c i = c j
    · rw [hc i j hij]; simp
    · have key : ∀ a b : Bool, a ≠ b →
          (if a then (1 : ℂ) else -1) = -(if b then (1 : ℂ) else -1) := by
        intro a b hab
        cases a <;> cases b <;> simp at hab ⊢
      linear_combination H i j * key (c i) (c j) hij
  have hDH : D = V * H * U := by
    calc D = (V * U) * D * (V * U) := by rw [hVU, one_mul, mul_one]
      _ = V * (U * D * V) * U := by simp only [mul_assoc]
      _ = V * H * U := by rw [← h]
  obtain ⟨W, hW⟩ : ∃ W, W = V * G * U := ⟨_, rfl⟩
  have hWW : W * W = 1 := by
    calc W * W = V * G * (U * V) * G * U := by rw [hW]; simp only [mul_assoc]
      _ = V * (G * G) * U := by rw [hUV]; simp only [mul_one, mul_assoc]
      _ = 1 := by rw [hGG, mul_one, hVU]
  have hWD : W * D = -(D * W) := by
    calc W * D = V * G * (U * V) * H * U := by rw [hW, hDH]; simp only [mul_assoc]
      _ = V * (G * H) * U := by rw [hUV]; simp only [mul_one, mul_assoc]
      _ = -(V * H * 1 * G * U) := by rw [hGH]; noncomm_ring
      _ = -(D * W) := by rw [← hUV, hW, hDH]; simp only [mul_assoc]
  -- in the eigenbasis it connects only levels of opposite energy
  obtain ⟨F, hF⟩ : ∃ F, F = diagonal (fun k => (g (hH.eigenvalues k) : ℂ)) := ⟨_, rfl⟩
  have hWF : W * F = -(F * W) := by
    ext i j
    have e := congrFun (congrFun hWD i) j
    rw [hD, Matrix.neg_apply, Matrix.mul_diagonal, Matrix.diagonal_mul] at e
    rw [hF, Matrix.neg_apply, Matrix.mul_diagonal, Matrix.diagonal_mul]
    by_cases hz : W i j = 0
    · rw [hz]; simp
    · have e2 : (hH.eigenvalues j : ℂ) = ((-hH.eigenvalues i : ℝ) : ℂ) := by
        apply mul_left_cancel₀ hz
        push_cast
        linear_combination e
      rw [Complex.ofReal_injective e2, hg]
      push_cast
      ring
  have ht : F.trace = -F.trace := by
    calc F.trace = (F * W * W).trace := by rw [mul_assoc, hWW, mul_one]
      _ = (W * F * W).trace := by rw [Matrix.trace_mul_comm, ← mul_assoc]
      _ = -F.trace := by rw [hWF, neg_mul, Matrix.trace_neg, mul_assoc, hWW, mul_one]
  have h0 : F.trace = 0 := by linear_combination ht / 2
  rw [hF, trace_diagonal] at h0
  exact_mod_cast h0

/-- The lowest half-filled energy of an alternant Hamiltonian is minus the sum of the absolute
orbital energies. -/
theorem alternant_ground_energy (hH : H.IsHermitian) (hA : IsAlternant H) :
    IsLeast (halfFilledEnergies hH) (-absEnergySum hH) := by
  have hsum : ∑ k, hH.eigenvalues k = 0 := alternant_odd_sum hH hA (fun x => x) fun _ => rfl
  have htot : ∑ k, (hH.eigenvalues k - |hH.eigenvalues k|) = -absEnergySum hH := by
    rw [Finset.sum_sub_distrib, hsum, zero_sub, absEnergySum]
  constructor
  · refine ⟨fun k => occupation (hH.eigenvalues k), fun k => ?_, ?_, ?_⟩
    · dsimp only [occupation]
      split_ifs <;> norm_num
    · -- paired levels make the electron count equal to the number of orbitals
      have hs := alternant_odd_sum hH hA (fun x => 1 - (occupation x : ℝ)) (by
        intro x
        rcases lt_trichotomy x 0 with h | h | h
        · have h1 : ¬ -x < 0 := by linarith
          have h2 : -x ≠ 0 := by linarith
          simp only [occupation, if_pos h, if_neg h1, if_neg h2]
          norm_num
        · subst h
          simp [occupation]
        · have h1 : -x < 0 := by linarith
          simp only [occupation, if_pos h1, if_neg (not_lt_of_gt h), if_neg h.ne']
          norm_num)
      simp only [Finset.sum_sub_distrib, Finset.sum_const, Finset.card_univ, nsmul_eq_mul,
        mul_one] at hs
      have hs' : ∑ k, (occupation (hH.eigenvalues k) : ℝ) = (Fintype.card n : ℝ) := by linarith
      exact_mod_cast hs'
    · rw [← htot]
      refine Finset.sum_congr rfl fun k _ => ?_
      dsimp only [occupation]
      split_ifs with h1 h2
      · rw [abs_of_neg h1]; push_cast; ring
      · rw [h2]; simp
      · rw [abs_of_nonneg (not_lt.mp h1)]; simp
  · rintro E ⟨f, hf, -, rfl⟩
    rw [← htot]
    refine Finset.sum_le_sum fun k _ => ?_
    have h2 : (f k : ℝ) ≤ 2 := by exact_mod_cast hf k
    have h0 : (0 : ℝ) ≤ (f k : ℝ) := Nat.cast_nonneg _
    rcases le_total 0 (hH.eigenvalues k) with h | h
    · rw [abs_of_nonneg h, sub_self]
      exact mul_nonneg h0 h
    · rw [abs_of_nonpos h]
      nlinarith

/-- The half-filled ground-state energy of an alternant Hamiltonian lies at or below minus the
square root of `tr H² + n (n - 1) |det H|^(2/n)`. -/
theorem alternant_mcclelland (hH : H.IsHermitian) (hA : IsAlternant H) {E : ℝ}
    (hE : IsLeast (halfFilledEnergies hH) E) : E ≤ -Real.sqrt (mcclellandExpr H) := by
  rw [hE.unique (alternant_ground_energy hH hA)]
  exact neg_le_neg (Real.sqrt_le_iff.mpr
    ⟨Finset.sum_nonneg fun k _ => abs_nonneg _, mcclelland_lower_bound hH⟩)

end

end McClellandLowerBound
```

```lean
#print axioms McClellandLowerBound.mcclelland_lower_bound
-- 'McClellandLowerBound.mcclelland_lower_bound' depends on axioms: [propext, Classical.choice, Quot.sound]
#print axioms McClellandLowerBound.mcclelland_sharp
-- 'McClellandLowerBound.mcclelland_sharp' depends on axioms: [propext, Classical.choice, Quot.sound]
#print axioms McClellandLowerBound.alternant_mcclelland
-- 'McClellandLowerBound.alternant_mcclelland' depends on axioms: [propext, Classical.choice, Quot.sound]
```

## How the Lean proof follows the algebra

`sq_sum_ge_of_nonneg` applies Mathlib's weighted mean inequality to all ordered pairs, with weight $1/(n(n-1))$ off the diagonal and zero on it. Instead of counting occurrences, it uses that each row and column of weights sums to $1/n$; the two factors of $x_ix_j$ then each contribute $(\prod_k x_k)^{1/n}$.

`exists_diagonalisation` supplies $U$ and its inverse `V`, and `mcclellandExpr_eq` rewrites trace and determinant through the levels. `alternant_odd_sum` carries out the argument with $G$, $W$ and $F$, splitting on whether `W i j` vanishes. `alternant_ground_energy` applies it to the two odd functions above, with `occupation` as $q$, and then compares energies level by level.

## Butadiene, and a triangle that breaks the energy bound

For a four-site chain with hopping $-1$, $\operatorname{tr}H^2=6$ and $\det H=1$, so the bound gives $E\le-\sqrt{6+12}\approx-4.243$. The levels are $\pm1.618$ and $\pm0.618$, and the exact energy is $-2\sqrt5\approx-4.472$. For such non-interacting, half-filled models, the bound offers a check on a computed π energy.

A three-site ring with hopping $-1$ cannot be two-coloured. Its levels are $-2,1,1$, so three electrons have lowest energy $-3$. Here $\operatorname{tr}H^2=6$ and $|\det H|=2$, and the energy bound would demand $E\le-\sqrt{6+6\cdot2^{2/3}}\approx-3.94$, which is false. The inequality for $\sum_k|e_k|=4$ still holds.
